# Spin order of rank r with n components has rn − r(r+1)/2 broken rotation directions

If I relax a set of classical three-component spins with purely isotropic exchange to a 120° state and expect two rotational zero modes, as for an antiferromagnet with all moments along one axis, the third zero eigenvalue of the Hessian looks like an instability about to set in. A Newton solver that projects out only two directions is then left with a singular matrix. I understand the rule to be that collinear order of three-component spins breaks two rotation directions and non-collinear order breaks three, with the general number fixed by the rank of the matrix of spins. Can this be derived properly for any number of components, and checked by machine?

## The count follows from the rotations that leave every spin fixed

Put the k ordered spins, each with n real components, in the columns of an n × k matrix X of rank r. A rotation generator is a real matrix A with Aᵀ = −A. Its exponential is orthogonal, because

exp(A)ᵀ exp(A) = exp(−A) exp(A) = 1,

and the rotated order exp(tA)X has initial velocity AX at t = 0. The broken directions are therefore all the matrices AX. Let b be the dimension of the space they form.

An antisymmetric matrix is fixed by its entries below the diagonal, so the generators have dimension n(n−1)/2. From this we subtract the dimension of the unbroken generators, those with AX = 0.

Let K be the space of vectors v with Xᵀv = 0, that is, those orthogonal to every spin. Its dimension is m = n − r. Let the columns of N be a basis of K, and let L be an m × n matrix with LN = 1. Every v in K has the form v = Nw, so

NLv = NLNw = Nw = v.

Suppose A is unbroken. Transposing AX = 0 gives XᵀA = 0, so every column of A lies in K and NLA = A. Transposing this and using Aᵀ = −A gives ALᵀNᵀ = A. Together,

A = N C Nᵀ, with C = LALᵀ and Cᵀ = −C.

Conversely, for any antisymmetric C the matrix NCNᵀ is antisymmetric, and it annihilates X because NᵀX = (XᵀN)ᵀ = 0. Since L(NCNᵀ)Lᵀ = C, different C give different generators. The unbroken generators thus have dimension m(m−1)/2, and rank-nullity gives

b = n(n−1)/2 − (n−r)(n−r−1)/2
  = (2rn − r² − r)/2
  = rn − r(r+1)/2.

Spins are collinear when they are all multiples of one vector, which means r ≤ 1. For n = 3, nonzero collinear order has r = 1 and b = 3 − 1 = 2: the rotation about the common axis survives. Coplanar, non-collinear order has r = 2 and b = 6 − 3 = 3. Non-coplanar order has r = 3 and b = 9 − 6 = 3.

## What the Lean theorems say about the spins

The matrix `X : Matrix (Fin n) (Fin k) ℝ` holds component i of spin j in `X i j`. The submodule `generators n` consists of the antisymmetric matrices, `act X` is the map A ↦ AX, `broken X` is the image of the generators under it, and `unbroken X` is the set of generators it sends to zero. The dimension is `finrank ℝ`.

The general formula is `finrank_broken`. It is stated over ℚ, where the subtraction and the division by two have their usual meaning. The theorems `exp_orthogonal` and `rotation_velocity` tie the definitions to actual rotations, the second one component by component.

`IsCollinear X` allows parallel, antiparallel and zero spins, so X = 0 counts as collinear. That is why `collinear_two` also assumes `X ≠ 0`, which says that some order is present. `noncollinear_three` needs only the negation of collinearity and covers coplanar and non-coplanar order alike. Spin lengths are arbitrary.

The order X is given, not derived from a Hamiltonian, and all rotations are treated as symmetries, which physically means no magnetic field, no single-ion anisotropy and no anisotropic coupling between spins, such as Dzyaloshinskii–Moriya or dipolar coupling. The theorems count broken directions, not Goldstone branches. A Heisenberg ferromagnet and a two-sublattice collinear antiferromagnet both have b = 2, yet the former has one quadratic magnon branch and the latter two linear ones.

```lean
import Mathlib

open Matrix Module

namespace SpinOrderGoldstone

noncomputable section

variable {n k : ℕ}

/-- The generators of rotations of `n`-component spins: real antisymmetric matrices. -/
def generators (n : ℕ) : Submodule ℝ (Matrix (Fin n) (Fin n) ℝ) where
  carrier := {A | Aᵀ = -A}
  add_mem' := by
    intro A B hA hB
    simp only [Set.mem_ofPred_eq] at *
    rw [transpose_add, hA, hB]
    abel
  zero_mem' := by simp
  smul_mem' := by
    intro c A hA
    simp only [Set.mem_ofPred_eq] at *
    rw [transpose_smul, hA, smul_neg]

/-- The linear map taking a matrix `A` to the change `A X` of the spins in the columns of `X`. -/
def act (X : Matrix (Fin n) (Fin k) ℝ) :
    Matrix (Fin n) (Fin n) ℝ →ₗ[ℝ] Matrix (Fin n) (Fin k) ℝ where
  toFun A := A * X
  map_add' A B := Matrix.add_mul A B X
  map_smul' c A := Matrix.smul_mul c A X

/-- The broken directions: all changes `A X` of the spin order under rotation generators `A`. -/
def broken (X : Matrix (Fin n) (Fin k) ℝ) : Submodule ℝ (Matrix (Fin n) (Fin k) ℝ) :=
  (generators n).map (act X)

/-- The unbroken generators: those that leave every spin unchanged. -/
def unbroken (X : Matrix (Fin n) (Fin k) ℝ) : Submodule ℝ (Matrix (Fin n) (Fin n) ℝ) :=
  generators n ⊓ LinearMap.ker (act X)

/-- Spin order is collinear when every spin is a multiple of one common vector. -/
def IsCollinear (X : Matrix (Fin n) (Fin k) ℝ) : Prop :=
  ∃ (u : Fin n → ℝ) (c : Fin k → ℝ), ∀ i j, X i j = c j * u i

open scoped Matrix.Norms.Operator in
/-- The exponential of a rotation generator is an orthogonal matrix. -/
theorem exp_orthogonal (A : Matrix (Fin n) (Fin n) ℝ) (hA : A ∈ generators n) :
    (NormedSpace.exp A)ᵀ * NormedSpace.exp A = 1 := by
  have h : Aᵀ = -A := hA
  rw [← Matrix.exp_transpose, h,
    ← Matrix.exp_add_of_commute _ _ ((Commute.refl A).neg_left), neg_add_cancel,
    NormedSpace.exp_zero]

open scoped Matrix.Norms.Operator in
/-- Each component of `exp (t A) X` has initial velocity given by that component of `A X`. -/
theorem rotation_velocity (A : Matrix (Fin n) (Fin n) ℝ) (X : Matrix (Fin n) (Fin k) ℝ)
    (i : Fin n) (j : Fin k) :
    HasDerivAt (fun t : ℝ => (NormedSpace.exp (t • A) * X) i j) ((A * X) i j) 0 := by
  have h := hasDerivAt_exp_smul_const (𝕂 := ℝ) A (0 : ℝ)
  rw [zero_smul, NormedSpace.exp_zero, one_mul] at h
  let l : Matrix (Fin n) (Fin n) ℝ →ₗ[ℝ] ℝ :=
    { toFun := fun M => (M * X) i j
      map_add' := fun M M' => by simp [Matrix.add_mul]
      map_smul' := fun c M => by simp [Matrix.smul_mul] }
  exact (LinearMap.toContinuousLinearMap l).hasFDerivAt.comp_hasDerivAt (0 : ℝ) h

/-- The entries below the diagonal are independent coordinates for a rotation generator. -/
def coords (n : ℕ) : generators n ≃ₗ[ℝ] ((Σ i : Fin n, Fin i.val) → ℝ) where
  toFun A p := A.1 p.1 ⟨p.2.val, p.2.isLt.trans p.1.isLt⟩
  map_add' _ _ := rfl
  map_smul' _ _ := rfl
  invFun f := ⟨Matrix.of fun i j => if h : j.val < i.val then f ⟨i, ⟨j.val, h⟩⟩
      else if h : i.val < j.val then -f ⟨j, ⟨i.val, h⟩⟩ else 0, by
    change _ᵀ = -_
    ext i j
    simp only [transpose_apply, Matrix.neg_apply, Matrix.of_apply]
    split_ifs <;> first | omega | simp⟩
  left_inv := by
    intro A
    apply Subtype.ext
    ext i j
    have hA : A.1ᵀ = -A.1 := A.2
    have h : A.1 j i = -A.1 i j := congrFun (congrFun hA i) j
    simp only [Matrix.of_apply]
    split_ifs with h1 h2
    · rfl
    · change -A.1 j i = A.1 i j
      linarith
    · have hij : i = j := Fin.ext (by omega)
      subst hij
      linarith
  right_inv := by
    intro f
    funext ⟨i, j⟩
    exact dif_pos j.isLt

/-- The dimension `d` of the space of rotation generators obeys `2 d + n = n²`. -/
theorem finrank_generators (n : ℕ) : 2 * finrank ℝ (generators n) + n = n * n := by
  have key : ∀ m : ℕ, 2 * (∑ i ∈ Finset.range m, i) + m = m * m := by
    intro m
    induction m with
    | zero => simp
    | succ m ih => rw [Finset.sum_range_succ]; nlinarith
  rw [(coords n).finrank_eq, Module.finrank_fintype_fun_eq_card, Fintype.card_sigma]
  simp only [Fintype.card_fin]
  rw [Fin.sum_univ_eq_sum_range (fun i => i) n]
  exact key n

/-- The vectors orthogonal to all spins have a basis `N` of `n - rank X` columns,
with a left inverse `L`. -/
theorem exists_frame (X : Matrix (Fin n) (Fin k) ℝ) :
    ∃ (m : ℕ) (N : Matrix (Fin n) (Fin m) ℝ) (L : Matrix (Fin m) (Fin n) ℝ),
      m + X.rank = n ∧ L * N = 1 ∧ Xᵀ * N = 0 ∧
        ∀ v, Xᵀ *ᵥ v = 0 → N *ᵥ (L *ᵥ v) = v := by
  obtain ⟨K, hK⟩ : ∃ K, K = LinearMap.ker Xᵀ.mulVecLin := ⟨_, rfl⟩
  have mem : ∀ v, v ∈ K ↔ Xᵀ *ᵥ v = 0 := fun v => by
    rw [hK, LinearMap.mem_ker, Matrix.mulVecLin_apply]
  let e := (Module.finBasis ℝ K).equivFun
  let f : (Fin (finrank ℝ K) → ℝ) →ₗ[ℝ] (Fin n → ℝ) := K.subtype ∘ₗ e.symm.toLinearMap
  have hf : LinearMap.ker f = ⊥ :=
    LinearMap.ker_eq_bot.2 (K.injective_subtype.comp e.symm.injective)
  obtain ⟨g, hg⟩ := f.exists_leftInverse_of_injective hf
  have tf : ∀ x, LinearMap.toMatrix' f *ᵥ x = f x := fun x => by
    rw [← Matrix.toLin'_apply, Matrix.toLin'_toMatrix']
  have tg : ∀ x, LinearMap.toMatrix' g *ᵥ x = g x := fun x => by
    rw [← Matrix.toLin'_apply, Matrix.toLin'_toMatrix']
  refine ⟨_, LinearMap.toMatrix' f, LinearMap.toMatrix' g, ?_, ?_, ?_, ?_⟩
  · have h := Xᵀ.mulVecLin.finrank_range_add_finrank_ker
    have h2 : finrank ℝ (LinearMap.range Xᵀ.mulVecLin) = X.rank := X.rank_transpose
    rw [h2, ← hK, Module.finrank_fin_fun] at h
    omega
  · rw [← LinearMap.toMatrix'_comp, hg, LinearMap.toMatrix'_id]
  · apply Matrix.toLin'.injective
    refine LinearMap.ext fun w => ?_
    rw [Matrix.toLin'_apply, Matrix.toLin'_apply, ← Matrix.mulVec_mulVec, tf,
      Matrix.zero_mulVec]
    exact (mem _).1 (e.symm w).2
  · intro v hv
    have hw : f (e ⟨v, (mem v).2 hv⟩) = v := by simp [f]
    rw [tg, tf, ← hw]
    exact congrArg f (LinearMap.congr_fun hg _)

/-- With `m = n - rank X`, the dimension `d` of the unbroken generators obeys `2 d + m = m²`. -/
theorem finrank_unbroken (X : Matrix (Fin n) (Fin k) ℝ) (m : ℕ) (hm : m + X.rank = n) :
    2 * finrank ℝ (unbroken X) + m = m * m := by
  obtain ⟨m', N, L, hm', hLN, hXN, hN⟩ := exists_frame X
  obtain rfl : m' = m := by omega
  let S : Matrix (Fin m') (Fin m') ℝ →ₗ[ℝ] Matrix (Fin n) (Fin n) ℝ :=
    { toFun := fun C => N * C * Nᵀ
      map_add' := fun C D => by rw [Matrix.mul_add, Matrix.add_mul]
      map_smul' := fun c C => by simp [Matrix.mul_smul, Matrix.smul_mul] }
  have hback : ∀ C : Matrix (Fin m') (Fin m') ℝ, L * (N * C * Nᵀ) * Lᵀ = C := fun C => by
    calc L * (N * C * Nᵀ) * Lᵀ = (L * N) * C * (L * N)ᵀ := by
          simp only [transpose_mul, Matrix.mul_assoc]
      _ = C := by rw [hLN]; simp
  have hS : Function.Injective S := fun C D h => by
    have h' : N * C * Nᵀ = N * D * Nᵀ := h
    rw [← hback C, h', hback D]
  -- unbroken generators rotate only the directions orthogonal to all spins
  have himg : unbroken X = (generators m').map S := by
    ext A
    constructor
    · rintro ⟨hA, hAX⟩
      replace hA : Aᵀ = -A := hA
      replace hAX : A * X = 0 := hAX
      have hXA : Xᵀ * A = 0 := by
        have h := congrArg Matrix.transpose hAX
        rw [transpose_mul, hA, Matrix.mul_neg, transpose_zero] at h
        exact neg_eq_zero.1 h
      have h1 : N * (L * A) = A := by
        ext i j
        exact congrFun (hN (fun a => A a j)
          (funext fun b => congrFun (congrFun hXA b) j)) i
      have h2 : A * Lᵀ * Nᵀ = A := by
        have h := congrArg Matrix.transpose h1
        rw [transpose_mul, transpose_mul, hA, Matrix.neg_mul, Matrix.neg_mul] at h
        exact neg_injective h
      refine ⟨L * A * Lᵀ, ?_, ?_⟩
      · change (L * A * Lᵀ)ᵀ = -(L * A * Lᵀ)
        simp [transpose_mul, hA, Matrix.mul_assoc]
      · change N * (L * A * Lᵀ) * Nᵀ = A
        rw [← Matrix.mul_assoc N, h1, h2]
    · rintro ⟨C, hC, rfl⟩
      replace hC : Cᵀ = -C := hC
      have hNX : Nᵀ * X = 0 := by
        have h := congrArg Matrix.transpose hXN
        rwa [transpose_mul, transpose_transpose, transpose_zero] at h
      constructor
      · change (N * C * Nᵀ)ᵀ = -(N * C * Nᵀ)
        simp [transpose_mul, hC, Matrix.mul_assoc]
      · change N * C * Nᵀ * X = 0
        rw [Matrix.mul_assoc, hNX, Matrix.mul_zero]
  rw [himg, ← (Submodule.equivMapOfInjective S hS (generators m')).finrank_eq]
  exact finrank_generators m'

/-- The number `b` of broken directions of order of rank `r` obeys `2 b + r (r + 1) = 2 r n`. -/
theorem two_mul_finrank_broken (X : Matrix (Fin n) (Fin k) ℝ) :
    2 * finrank ℝ (broken X) + X.rank * (X.rank + 1) = 2 * (X.rank * n) := by
  obtain ⟨m, -, -, hm, -⟩ := exists_frame X
  have hker : (LinearMap.ker ((act X).domRestrict (generators n))).map
      (generators n).subtype = unbroken X := by
    ext A
    constructor
    · rintro ⟨B, hB, rfl⟩
      exact ⟨B.2, hB⟩
    · rintro ⟨h1, h2⟩
      exact ⟨⟨A, h1⟩, h2, rfl⟩
  -- the dimensions of `broken X` and `unbroken X` add up to that of `generators n`
  have h := ((act X).domRestrict (generators n)).finrank_range_add_finrank_ker
  rw [LinearMap.range_domRestrict, ← Submodule.finrank_map_subtype_eq, hker] at h
  change finrank ℝ (broken X) + _ = _ at h
  have h1 := finrank_generators n
  have h2 := finrank_unbroken X m hm
  have h3 : n * n = (m + X.rank) * (m + X.rank) := by rw [hm]
  have h4 : X.rank * n = X.rank * (m + X.rank) := by rw [hm]
  nlinarith

/-- Spin order of rank `r` with `n` components has `r n - r (r + 1) / 2` broken directions. -/
theorem finrank_broken (X : Matrix (Fin n) (Fin k) ℝ) :
    (finrank ℝ (broken X) : ℚ) = X.rank * n - X.rank * (X.rank + 1) / 2 := by
  have h := congrArg (Nat.cast : ℕ → ℚ) (two_mul_finrank_broken X)
  push_cast at h
  linarith

/-- Spin order is collinear exactly when its matrix has rank at most one. -/
theorem isCollinear_iff_rank_le_one (X : Matrix (Fin n) (Fin k) ℝ) :
    IsCollinear X ↔ X.rank ≤ 1 := by
  constructor
  · rintro ⟨u, c, h⟩
    have hX : X = vecMulVec u c := by
      ext i j
      rw [h, vecMulVec_apply, mul_comm]
    rw [hX]
    exact rank_vecMulVec_le u c
  · intro h
    obtain ⟨u, hu⟩ := (finrank_le_one_iff (K := ℝ)
      (V := LinearMap.range X.mulVecLin)).1 h
    have hc : ∀ j, ∃ a : ℝ, ∀ i, X i j = a * u.1 i := by
      intro j
      obtain ⟨a, ha⟩ := hu ⟨X.mulVecLin (Pi.single j 1), ⟨_, rfl⟩⟩
      refine ⟨a, fun i => ?_⟩
      have h' := congrFun (congrArg Subtype.val ha) i
      simpa using h'.symm
    choose c hc using hc
    exact ⟨u.1, c, fun i j => hc j i⟩

/-- Nonzero collinear order of three-component spins has two broken directions. -/
theorem collinear_two (X : Matrix (Fin 3) (Fin k) ℝ) (hX : X ≠ 0) (hc : IsCollinear X) :
    finrank ℝ (broken X) = 2 := by
  have h1 := (isCollinear_iff_rank_le_one X).1 hc
  have h0 : X.rank ≠ 0 := by
    intro h
    have hr : LinearMap.range X.mulVecLin = ⊥ := Submodule.finrank_eq_zero.1 h
    have hz := LinearMap.range_eq_bot.1 hr
    apply hX
    ext i j
    simpa using congrFun (LinearMap.congr_fun hz (Pi.single j 1)) i
  have key := two_mul_finrank_broken X
  have hr : X.rank = 1 := by omega
  rw [hr] at key
  omega

/-- Order of three-component spins that is not collinear, whether coplanar or not,
has three broken directions. -/
theorem noncollinear_three (X : Matrix (Fin 3) (Fin k) ℝ) (hc : ¬ IsCollinear X) :
    finrank ℝ (broken X) = 3 := by
  rw [isCollinear_iff_rank_le_one] at hc
  obtain ⟨m, -, -, hm, -⟩ := exists_frame X
  have key := two_mul_finrank_broken X
  have hr : X.rank = 2 ∨ X.rank = 3 := by omega
  rcases hr with hr | hr <;> rw [hr] at key <;> omega

end

end SpinOrderGoldstone
```

```lean
#print axioms SpinOrderGoldstone.rotation_velocity
#print axioms SpinOrderGoldstone.finrank_broken
#print axioms SpinOrderGoldstone.collinear_two
#print axioms SpinOrderGoldstone.noncollinear_three
```

```
'SpinOrderGoldstone.rotation_velocity' depends on axioms: [propext, Classical.choice, Quot.sound]
'SpinOrderGoldstone.finrank_broken' depends on axioms: [propext, Classical.choice, Quot.sound]
'SpinOrderGoldstone.collinear_two' depends on axioms: [propext, Classical.choice, Quot.sound]
'SpinOrderGoldstone.noncollinear_three' depends on axioms: [propext, Classical.choice, Quot.sound]
```

## How the lemmas follow the derivation

`coords` identifies a generator with its entries below the diagonal, and `finrank_generators` sums their number row by row. The result is written as 2d + n = n², which avoids subtraction of natural numbers.

`exists_frame` supplies m, N and L, with m + r = n from rank-nullity for Xᵀ. In `finrank_unbroken` the map `S` sends C to NCNᵀ. The step `hback` recovers C and so makes `S` injective, while `himg` shows that the unbroken generators are exactly the image of the antisymmetric m × m matrices. Inside it, `hXA`, `h1` and `h2` are the equations XᵀA = 0, NLA = A and ALᵀNᵀ = A.

`two_mul_finrank_broken` restricts `act X` to the generators and applies rank-nullity. It then substitutes n = m + r, and `nlinarith` does the algebra. `finrank_broken` carries the identity over to ℚ.

For `isCollinear_iff_rank_le_one`, a collinear X is an outer product, which has rank at most one. In the other direction, a column space of dimension at most one supplies the common vector. The three-component theorems then insert r = 1, 2 or 3 and leave the arithmetic to `omega`.

## The left inverse behind the frame

The proof turns on Mathlib's `exists_leftInverse_of_injective`: an injective linear map f between vector spaces has a linear map g with g ∘ f equal to the identity. Here f takes m coordinates to the corresponding vector of K inside ℝⁿ, and N and L are the matrices of f and g.

This one fact gives both properties used above. LN = 1 is the identity g ∘ f = id, and NLv = v follows by writing v in K as f(w). Outside K the action of L is not prescribed, and the argument never needs it. The basis need not be orthonormal either; if it is, L = Nᵀ is one valid choice.

## Counting the zero modes in a spin relaxation

For three-component spins x_j, let J_a be the generator of rotations about Cartesian axis a, normalised so that J_a x = e_a × x with e_a the unit vector along that axis. The overlaps of the three changes J_a X, that is, the dot products (J_a x_j)·(J_c x_j) for axes a and c summed over the spins j, form the 3 × 3 matrix

G = tr(XXᵀ) 1 − XXᵀ,

whose rank is b. Two unit spins along +z and −z give

XXᵀ = diag(0, 0, 2), G = diag(2, 2, 0),

with rank 2. Three unit spins at 120° in the xy plane give

XXᵀ = diag(3/2, 3/2, 0), G = diag(3/2, 3/2, 3),

with rank 3. In floating-point work the rank requires a tolerance, and nearly collinear order has one small eigenvalue of G.

In a simulation of finitely many classical spins of fixed length, with an energy unchanged by common rotations, these b directions lie in the null space of the Hessian at any stationary state, where the Hessian is that of the energy restricted to fixed spin lengths. The plain matrix of second derivatives in Cartesian components omits the constraint and need not annihilate them. A Newton step can project them out. Any zero eigenvalue beyond these b has a source other than global spin rotation, such as an accidental degeneracy or a mode going soft.
